# Operator products and traces in a finite, possibly non-orthogonal basis: [AB] = [A] S⁻¹ [B] and Tr A = tr(S⁻¹ [A])

An operator can be taken as a table of matrix elements or as a linear map that exists before any basis is chosen. Here it is a linear map. The product AB is then composition of maps, the trace is the basis-free one, and the two formulas in the title are statements to be proved about tables of inner products. With the table as the starting point, the product rule would be little more than a definition.

The choice has a consequence for finite orbital sets. The basis spans the whole space E, and every operator maps E into itself. A Hamiltonian on the full Hilbert space usually does not preserve the span of a few atomic orbitals. In that case A stands for its projection onto the span, which has the same matrix elements between basis vectors, and AB stands for the product of the projected operators. This is in general not the projection of the product.

## Overlap and covariant matrices

```lean
import Mathlib

open Module

namespace CovariantOperatorMatrices

noncomputable section

variable {n E : Type*} [NormedAddCommGroup E] [InnerProductSpace ℂ E]
```

The `variable` line fixes the setting: E is a complex inner-product space, and n is the set of labels for the basis vectors.

```lean
/-- The overlap matrix `S i j = ⟨v i, v j⟩` of a basis. -/
def overlap (v : Basis n ℂ E) : Matrix n n ℂ :=
  Matrix.of fun i j => inner ℂ (v i) (v j)
```

`Basis n ℂ E` is the type of bases of E labelled by n. The vectors are linearly independent and span E, but need be neither normalised nor orthogonal. The overlap matrix is

S_ij = ⟨v_i, v_j⟩.

The inner product is linear in its second argument and conjugate-linear in its first, as in Dirac notation.

```lean
/-- The covariant matrix `[A] i j = ⟨v i, A (v j)⟩` of an operator in a basis. -/
def covariant (v : Basis n ℂ E) (A : E →ₗ[ℂ] E) : Matrix n n ℂ :=
  Matrix.of fun i j => inner ℂ (v i) (A (v j))
```

The type `E →ₗ[ℂ] E` is that of complex-linear maps from E to itself. Each such A has the covariant matrix

[A]_ij = ⟨v_i, A v_j⟩,

the usual table of matrix elements. The identity operator has [1] = S.

## The overlap matrix has a true inverse

```lean
variable [Fintype n] [DecidableEq n]

/-- The overlap matrix of a finite basis is invertible. -/
theorem overlap_isUnit_det (v : Basis n ℂ E) : IsUnit (overlap v).det := by
  rw [isUnit_iff_ne_zero]
  intro h
  obtain ⟨c, hc, hS⟩ := Matrix.exists_mulVec_eq_zero_iff.mpr h
  -- a null vector of `S` gives a vector orthogonal to the whole basis
  have hx : ∀ i, inner ℂ (v i) (∑ j, c j • v j) = 0 := by
    intro i
    have hi := congrFun hS i
    simp only [Matrix.mulVec, dotProduct, overlap, Matrix.of_apply, Pi.zero_apply] at hi
    refine Eq.trans ?_ hi
    rw [inner_sum]
    exact Finset.sum_congr rfl fun j _ => by rw [inner_smul_right, mul_comm]
  -- it is then orthogonal to itself, hence zero
  have h0 : ∑ j, c j • v j = 0 := by
    apply (inner_self_eq_zero (𝕜 := ℂ)).mp
    rw [sum_inner]
    exact Finset.sum_eq_zero fun i _ => by rw [inner_smul_left, hx i, mul_zero]
  apply hc
  funext i
  exact Fintype.linearIndependent_iff.mp v.linearIndependent c h0 i
```

From here on `Fintype n` makes the basis finite, and with it the dimension of E. The theorem says that det S is a unit, which for a complex number means non-zero. Lean's `⁻¹` is defined for singular matrices too, so this result is what makes S⁻¹ a true inverse below.

Suppose det S = 0. Then there is a vector c ≠ 0 with S c = 0. Put x = Σ_j c_j v_j. For every i,

⟨v_i, x⟩ = Σ_j S_ij c_j = 0.

This is the step `hx`. Expanding the left-hand x as well gives

⟨x, x⟩ = Σ_i conj(c_i) ⟨v_i, x⟩ = 0,

so x = 0, which is `h0`. Linear independence then forces every c_i to vanish, contradicting c ≠ 0.

## From matrix elements to expansion coefficients

```lean
/-- The covariant matrix is the overlap matrix times the matrix of expansion coefficients
of the vectors `A (v j)` in the basis. -/
theorem covariant_eq_overlap_mul (v : Basis n ℂ E) (A : E →ₗ[ℂ] E) :
    covariant v A = overlap v * LinearMap.toMatrix v v A := by
  ext i j
  have h : A (v j) = ∑ k, LinearMap.toMatrix v v A k j • v k := by
    simp only [LinearMap.toMatrix_apply]
    exact (v.sum_repr (A (v j))).symm
  simp only [covariant, overlap, Matrix.of_apply, Matrix.mul_apply]
  rw [h, inner_sum]
  exact Finset.sum_congr rfl fun k _ => by rw [inner_smul_right, mul_comm]
```

`LinearMap.toMatrix v v A` is the ordinary matrix M of A, whose column j holds the expansion coefficients of A v_j:

A v_j = Σ_k M_kj v_k.

Taking the inner product with v_i gives

[A]_ij = Σ_k S_ik M_kj,

that is, [A] = S M. In the proof, `ext i j` reduces the matrix equation to its entries, `h` is the expansion of A v_j, and `inner_sum` moves the inner product inside the sum.

```lean
/-- Raising the first index with `S⁻¹` turns the covariant matrix into the matrix of
expansion coefficients of the vectors `A (v j)`. -/
theorem overlap_inv_mul_covariant (v : Basis n ℂ E) (A : E →ₗ[ℂ] E) :
    (overlap v)⁻¹ * covariant v A = LinearMap.toMatrix v v A := by
  rw [covariant_eq_overlap_mul, ← Matrix.mul_assoc,
    Matrix.nonsing_inv_mul _ (overlap_isUnit_det v), Matrix.one_mul]
```

Multiplying [A] = S M from the left by S⁻¹ gives

S⁻¹ [A] = M.

In index language, S⁻¹ raises the first index of [A], and M holds the mixed components of A. The matrices M multiply like the operators themselves, and their trace is the operator trace. Both main rules rest on this.

## The product and trace rules

```lean
/-- Product rule: the covariant matrix of an operator product is `[AB] = [A] S⁻¹ [B]`. -/
theorem covariant_comp (v : Basis n ℂ E) (A B : E →ₗ[ℂ] E) :
    covariant v (A ∘ₗ B) = covariant v A * (overlap v)⁻¹ * covariant v B := by
  rw [Matrix.mul_assoc, overlap_inv_mul_covariant, covariant_eq_overlap_mul v (A ∘ₗ B),
    LinearMap.toMatrix_comp v v v, ← Matrix.mul_assoc, ← covariant_eq_overlap_mul]
```

The symbol `∘ₗ` is composition of linear maps, so `A ∘ₗ B` is the operator AB, with B acting first. Write M_A and M_B for the ordinary matrices of A and B. Then

[AB] = S M_A M_B = [A] M_B = [A] S⁻¹ [B].

The first equality combines [AB] = S M_AB with M_AB = M_A M_B, which is `LinearMap.toMatrix_comp`. The second uses S M_A = [A], and the third M_B = S⁻¹ [B]. The tactic `rw` replaces one side of a known equation by the other; here it rewrites both sides of the goal until they meet at [A] M_B.

```lean
/-- Trace rule: the trace of an operator is `tr (S⁻¹ [A])`. -/
theorem trace_eq_trace_overlap_inv_mul (v : Basis n ℂ E) (A : E →ₗ[ℂ] E) :
    LinearMap.trace ℂ E A = ((overlap v)⁻¹ * covariant v A).trace := by
  rw [overlap_inv_mul_covariant, LinearMap.trace_eq_matrix_trace ℂ v]
```

`LinearMap.trace ℂ E A` is the trace of the operator, defined without reference to v. It equals the trace of the ordinary matrix in any finite basis, so

Tr A = tr M = tr(S⁻¹ [A]).

## When S⁻¹ may be left out

```lean
omit [Fintype n] in
/-- A basis is orthonormal exactly when its overlap matrix is the unit matrix. -/
theorem orthonormal_iff_overlap_eq_one (v : Basis n ℂ E) :
    Orthonormal ℂ v ↔ overlap v = 1 := by
  rw [orthonormal_iff_ite]
  constructor
  · intro h
    ext i j
    rw [Matrix.one_apply]
    exact h i j
  · intro h i j
    have hij := congrFun (congrFun h i) j
    rw [Matrix.one_apply] at hij
    exact hij
```

`Orthonormal ℂ v` says that the basis vectors have norm one and are mutually orthogonal, or ⟨v_i, v_j⟩ = δ_ij. Entry by entry, this is S = 1. The two halves of the proof translate between the equation for entries and the equation for matrices.

```lean
/-- The rule `[AB] = [A] [B]` without `S⁻¹` holds for all operators exactly when the basis
is orthonormal. -/
theorem naive_product_iff_orthonormal (v : Basis n ℂ E) :
    (∀ A B : E →ₗ[ℂ] E, covariant v (A ∘ₗ B) = covariant v A * covariant v B) ↔
      Orthonormal ℂ v := by
  rw [orthonormal_iff_overlap_eq_one]
  constructor
  · intro h
    -- for two identity operators the rule reads `S = S * S`
    have h1 : overlap v = overlap v * overlap v := h LinearMap.id LinearMap.id
    have hS := Matrix.nonsing_inv_mul _ (overlap_isUnit_det v)
    calc overlap v = (overlap v)⁻¹ * (overlap v * overlap v) := by
          rw [← Matrix.mul_assoc, hS, Matrix.one_mul]
      _ = (overlap v)⁻¹ * overlap v := by rw [← h1]
      _ = 1 := hS
  · intro h A B
    rw [covariant_comp, h]
    simp
```

If S = 1, the product rule reduces to [AB] = [A][B]. For the converse, suppose that this shorter rule holds for all A and B, and take both to be the identity. Since [1] = S,

S = S S.

Multiplying by S⁻¹ leaves 1 = S, which is the `calc` chain. The words "for all" carry weight: particular pairs, such as A = B = 0, satisfy the shorter rule in any basis.

```lean
/-- The rule `Tr A = tr [A]` without `S⁻¹` holds for all operators exactly when the basis
is orthonormal. -/
theorem naive_trace_iff_orthonormal (v : Basis n ℂ E) :
    (∀ A : E →ₗ[ℂ] E, LinearMap.trace ℂ E A = (covariant v A).trace) ↔
      Orthonormal ℂ v := by
  rw [orthonormal_iff_overlap_eq_one]
  constructor
  · intro h
    ext i j
    -- the operator sending `v i` to `v j` and the other basis vectors to zero reads off `S i j`
    have hij := h (Matrix.toLin v v (Matrix.single j i 1))
    rw [LinearMap.trace_eq_matrix_trace ℂ v, covariant_eq_overlap_mul,
      LinearMap.toMatrix_toLin] at hij
    simp only [Matrix.trace, Matrix.diag_apply, Matrix.mul_apply, Matrix.single_apply,
      ite_and, mul_ite, mul_one, mul_zero, Finset.sum_ite_eq, Finset.mem_univ,
      if_true] at hij
    rw [Matrix.one_apply]
    exact hij.symm
  · intro h A
    rw [trace_eq_trace_overlap_inv_mul v, h]
    simp
```

The same holds for the trace. If S = 1, then Tr A = tr [A] follows at once. For the converse, fix i and j and let A send v_i to v_j and every other basis vector to zero. Its ordinary matrix has a single non-zero entry, M_ji = 1, written `Matrix.single j i 1`. Its trace is therefore δ_ij, while

tr [A] = tr(S M) = S_ij.

If the shorter rule holds for this A, then S_ij = δ_ij. Letting i and j run over all labels gives S = 1. The long `simp only` evaluates the sums in which a single term survives.

## Density operators with contravariant components

```lean
omit [DecidableEq n] in
/-- An operator `ρ = ∑ P i j |v i⟩⟨v j|` with contravariant components `P` has the
covariant matrix `S P S`. -/
theorem covariant_of_contravariant (v : Basis n ℂ E) (ρ : E →ₗ[ℂ] E) (P : Matrix n n ℂ)
    (hρ : ∀ x, ρ x = ∑ i, ∑ j, (P i j * inner ℂ (v j) x) • v i) :
    covariant v ρ = overlap v * P * overlap v := by
  rw [Matrix.mul_assoc]
  ext i l
  simp only [covariant, overlap, Matrix.of_apply, hρ, inner_sum, inner_smul_right,
    Matrix.mul_apply, Finset.mul_sum]
  exact Finset.sum_congr rfl fun k _ => Finset.sum_congr rfl fun j _ => by ring
```

The hypothesis `hρ` spells out the operator

ρ = Σ_ij P_ij |v_i⟩⟨v_j|

by its action on an arbitrary vector x:

ρ x = Σ_ij P_ij ⟨v_j, x⟩ v_i.

The coefficients P_ij are the contravariant components of ρ. In electronic structure, P is the one-particle density matrix in an atomic-orbital basis. Nothing here requires it to be Hermitian, positive or normalised. Inserting x = v_l and taking the inner product with v_i gives

[ρ]_il = Σ_k Σ_j S_ik P_kj S_jl,

or [ρ] = S P S. The proof expands both sides into this double sum and compares them term by term; `ring` settles the order of the factors.

```lean
/-- For an operator `ρ = ∑ P i j |v i⟩⟨v j|` and any operator `A`, the trace of `ρ A` is
`tr (P [A])`, with no inverse overlap. -/
theorem trace_contravariant_comp (v : Basis n ℂ E) (ρ A : E →ₗ[ℂ] E) (P : Matrix n n ℂ)
    (hρ : ∀ x, ρ x = ∑ i, ∑ j, (P i j * inner ℂ (v j) x) • v i) :
    LinearMap.trace ℂ E (ρ ∘ₗ A) = (P * covariant v A).trace := by
  have hS := overlap_isUnit_det v
  rw [trace_eq_trace_overlap_inv_mul v, covariant_comp, covariant_of_contravariant v ρ P hρ]
  -- both factors `S` in `S P S` cancel against an inverse overlap
  rw [Matrix.mul_assoc (overlap v * P) (overlap v) (overlap v)⁻¹,
    Matrix.mul_nonsing_inv _ hS, Matrix.mul_one, Matrix.mul_assoc (overlap v) P,
    ← Matrix.mul_assoc (overlap v)⁻¹ (overlap v), Matrix.nonsing_inv_mul _ hS,
    Matrix.one_mul]

end

end CovariantOperatorMatrices
```

Apply the trace rule to ρA, then the product rule, and insert [ρ] = S P S:

Tr(ρA) = tr(S⁻¹ [ρ] S⁻¹ [A]) = tr(S⁻¹ S P S S⁻¹ [A]) = tr(P [A]).

Each S next to P cancels against an inverse overlap. The `rw` steps move the brackets so that the factors S S⁻¹ and S⁻¹ S stand together, and then remove them.

For one-electron operators in a finite orbital basis, this is the formula by which an expectation value is computed from the density matrix and the integrals [A]. With A = 1 it reads Tr ρ = tr(P S), which is the number of electrons when P is normalised to that number.

```lean
#print axioms CovariantOperatorMatrices.naive_product_iff_orthonormal
#print axioms CovariantOperatorMatrices.naive_trace_iff_orthonormal
#print axioms CovariantOperatorMatrices.trace_contravariant_comp
```

```
'CovariantOperatorMatrices.naive_product_iff_orthonormal' depends on axioms: [propext, Classical.choice, Quot.sound]
'CovariantOperatorMatrices.naive_trace_iff_orthonormal' depends on axioms: [propext, Classical.choice, Quot.sound]
'CovariantOperatorMatrices.trace_contravariant_comp' depends on axioms: [propext, Classical.choice, Quot.sound]
```
